# Merging positive-weight poles at different energies into one at their centroid lowers the self-energy above them all and raises it below them all

Let a self-energy have finitely many poles at real energies $d_j$, not all equal, with strengths $b_j>0$:

$$S(w)=\sum_j \frac{b_j}{w-d_j}.$$

Replace it by a single pole with the same total strength and the same weighted mean position:

$$S_1(w)=\frac{B}{w-D},\qquad B=\sum_j b_j,\qquad D=\frac1B\sum_j b_j d_j .$$

Then $S_1(w)<S(w)$ at every real frequency $w$ above all the poles, and $S(w)<S_1(w)$ at every real $w$ below all of them.

## Poles, strengths and the one-pole model

The sum $S$ models the frequency-dependent part of a diagonal self-energy element in a finite basis. Each $d_j$ belongs to an intermediate configuration with one electron more or one fewer than the reference state. It is the configuration's energy minus the reference energy when an electron is added, and the reverse difference when one is removed. The strength $b_j$ is the squared magnitude of the configuration's coupling to the orbital in question, which is why the strengths are taken to be positive. The one-pole model keeps $B$ and $BD$, the first two coefficients of the expansion in $1/w$ at high frequency, and discards the spread of the poles.

For such a finite, undamped pole sum, the result tells which way the one-pole model with the same $B$ and $D$ errs outside the pole range. If the poles lie on both sides of a gap, frequencies in the gap are not outside that range, and the sign can then go either way.

## What the formal statement says

The families `b` and `d` are real functions on a finite index type `ι`. The definitions `selfEnergy`, `weight`, `centroid` and `onePole` are $S$, $B$, $D$ and $S_1$; the centroid is computed from the poles. The definition `spread` is $\sum_j b_j(d_j-D)^2$, not divided by $B$.

The main theorem, `onePole_error_sign`, assumes `∀ j, 0 < b j` and `∃ i j, d i ≠ d j`. Its conclusion is a pair of implications, one for `∀ j, d j < w` and one for `∀ j, w < d j`. If all poles coincided, $S$ and $S_1$ would be equal and the strict inequalities would fail.

Frequencies are real, with no broadening. Continuous spectra, matrix-valued self-energies and one-pole models fitted in some other way lie beyond the statement.

## The exact error

The first moment about the centroid vanishes:

$$\sum_j b_j(d_j-D)=BD-BD=0.$$

The centroid also lies on the same side of $w$ as the poles, because

$$w-D=\frac1B\sum_j b_j(w-d_j)$$

is positive when all $d_j<w$ and negative when all $d_j>w$.

Now write $x=w-D$ and $\delta_j=d_j-D$, so that $w-d_j=x-\delta_j$. Using $\frac1{x-\delta_j}=\frac1x+\frac{\delta_j}{x(x-\delta_j)}$ twice gives

$$\frac1{w-d_j}=\frac1x+\frac{\delta_j}{x^2}+\frac{\delta_j^2}{x^2(w-d_j)}.$$

Multiply by $b_j$ and sum. The first term gives $S_1$, the second vanishes, and what remains is

$$S(w)-S_1(w)=\frac1{(w-D)^2}\sum_j\frac{b_j(d_j-D)^2}{w-d_j}.$$

Above all poles every term of the sum is non-negative; below all poles every term is non-positive. Since the poles are not all equal, at least one differs from $D$ and its term is nonzero. Both strict inequalities follow.

## Bounds, and the sign between two poles

If all poles lie in $[m,M]$ and $w>M$, then $0<w-M\le w-d_j\le w-m$. With $V=\sum_j b_j(d_j-D)^2$, the error formula gives

$$\frac{V}{(w-m)(w-D)^2}\le S(w)-S_1(w)\le\frac{V}{(w-M)(w-D)^2}.$$

For two unit poles at $\pm1$, $B=2$ and $D=0$, so

$$S-S_1=\frac1{w+1}+\frac1{w-1}-\frac2w=\frac{2}{w(w+1)(w-1)}.$$

This is negative for $0<w<1$ and positive for $-1<w<0$. Lying above the centroid is therefore not enough for $S>S_1$.

## Two poles in numbers

Take strengths $1$ and $3$ at energies $0$ and $4$. Then $B=4$, $D=3$ and $V=1\cdot9+3\cdot1=12$.

- At $w=5$, $S=\frac15+3=3.2$ and $S_1=\frac42=2$. The error is $1.2$, between the bounds $\frac{12}{5\cdot4}=0.6$ and $\frac{12}{1\cdot4}=3$.
- At $w=-1$, $S=-1-\frac35=-1.6$ and $S_1=-1$. The error is $-0.6$.

## The Lean file

```lean
import Mathlib

open Finset

namespace OnePoleSelfEnergy

noncomputable section

variable {ι : Type*} [Fintype ι]

/-- The self-energy with pole strengths `b j` at the real energies `d j`, as a function of
a real frequency `w` different from every `d j`. -/
def selfEnergy (b d : ι → ℝ) (w : ℝ) : ℝ := ∑ j, b j / (w - d j)

/-- The total pole strength. -/
def weight (b : ι → ℝ) : ℝ := ∑ j, b j

/-- The weighted mean position of the poles, for nonzero total strength. -/
def centroid (b d : ι → ℝ) : ℝ := (∑ j, b j * d j) / weight b

/-- The one-pole model: the total strength placed at the centroid, for nonzero total strength
and a frequency `w` different from the centroid. -/
def onePole (b d : ι → ℝ) (w : ℝ) : ℝ := weight b / (w - centroid b d)

/-- The second central moment of the pole distribution, not divided by the total strength,
for nonzero total strength. -/
def spread (b d : ι → ℝ) : ℝ := ∑ j, b j * (d j - centroid b d) ^ 2

/-- For nonzero total strength, the first moment of the poles about their centroid vanishes. -/
theorem first_moment {b d : ι → ℝ} (hB : weight b ≠ 0) :
    ∑ j, b j * (d j - centroid b d) = 0 := by
  have h : (∑ j, b j) * centroid b d = ∑ j, b j * d j := by
    change weight b * centroid b d = _
    unfold centroid
    field_simp
  simp only [mul_sub, Finset.sum_sub_distrib, ← Finset.sum_mul]
  linarith

/-- With positive strengths and at least one pole, the centroid lies below any frequency that is
above all poles, and above any frequency that is below all poles. -/
theorem centroid_side [Nonempty ι] {b d : ι → ℝ} {w : ℝ} (hb : ∀ j, 0 < b j) :
    ((∀ j, d j < w) → centroid b d < w) ∧ ((∀ j, w < d j) → w < centroid b d) := by
  have hB : 0 < weight b := Finset.sum_pos (fun j _ => hb j) Finset.univ_nonempty
  constructor
  · intro h
    unfold centroid
    rw [div_lt_iff₀ hB]
    unfold weight
    rw [Finset.mul_sum]
    exact Finset.sum_lt_sum_of_nonempty Finset.univ_nonempty
      (fun j _ => by nlinarith [mul_pos (hb j) (sub_pos.mpr (h j))])
  · intro h
    unfold centroid
    rw [lt_div_iff₀ hB]
    unfold weight
    rw [Finset.mul_sum]
    exact Finset.sum_lt_sum_of_nonempty Finset.univ_nonempty
      (fun j _ => by nlinarith [mul_pos (hb j) (sub_pos.mpr (h j))])

/-- The exact error of the one-pole model, for nonzero total strength and a frequency that
coincides neither with a pole nor with the centroid. -/
theorem error_eq {b d : ι → ℝ} {w : ℝ} (hB : weight b ≠ 0) (hw : ∀ j, w ≠ d j)
    (hD : w ≠ centroid b d) :
    selfEnergy b d w - onePole b d w =
      (∑ j, b j * (d j - centroid b d) ^ 2 / (w - d j)) / (w - centroid b d) ^ 2 := by
  have h1 := first_moment (d := d) hB
  have hc : w - centroid b d ≠ 0 := sub_ne_zero.mpr hD
  -- expand each pole about the centroid, with exact remainder
  have key : ∀ j, b j / (w - d j) = b j / (w - centroid b d)
      + b j * (d j - centroid b d) / (w - centroid b d) ^ 2
      + b j * (d j - centroid b d) ^ 2 / (w - d j) / (w - centroid b d) ^ 2 := by
    intro j
    have hj : w - d j ≠ 0 := sub_ne_zero.mpr (hw j)
    field_simp
    ring
  unfold selfEnergy onePole weight
  -- the linear term drops out by the choice of the centroid
  rw [Finset.sum_congr rfl (fun j _ => key j), Finset.sum_add_distrib, Finset.sum_add_distrib,
    ← Finset.sum_div, ← Finset.sum_div, ← Finset.sum_div, h1]
  ring

/-- For positive strengths and poles not all at the same energy, the one-pole model lies below
the self-energy at frequencies above all poles, and above it at frequencies below all poles. -/
theorem onePole_error_sign {b d : ι → ℝ} {w : ℝ} (hb : ∀ j, 0 < b j)
    (hd : ∃ i j, d i ≠ d j) :
    ((∀ j, d j < w) → onePole b d w < selfEnergy b d w) ∧
      ((∀ j, w < d j) → selfEnergy b d w < onePole b d w) := by
  obtain ⟨i, j, hij⟩ := hd
  have : Nonempty ι := ⟨i⟩
  have hB : 0 < weight b := Finset.sum_pos (fun j _ => hb j) Finset.univ_nonempty
  -- some pole is displaced from the centroid
  have hk : ∃ k, d k ≠ centroid b d := by
    by_cases h : d i = centroid b d
    · exact ⟨j, fun h' => hij (h.trans h'.symm)⟩
    · exact ⟨i, h⟩
  obtain ⟨k, hk⟩ := hk
  have hkpos : 0 < b k * (d k - centroid b d) ^ 2 :=
    mul_pos (hb k) (by have := sub_ne_zero.mpr hk; positivity)
  have hnn : ∀ l, 0 ≤ b l * (d l - centroid b d) ^ 2 :=
    fun l => mul_nonneg (hb l).le (sq_nonneg _)
  constructor
  · intro h
    have hD := (centroid_side hb).1 h
    rw [← sub_pos, error_eq hB.ne' (fun l => (h l).ne') hD.ne']
    exact div_pos (Finset.sum_pos' (fun l _ => div_nonneg (hnn l) (sub_pos.mpr (h l)).le)
      ⟨k, Finset.mem_univ k, div_pos hkpos (sub_pos.mpr (h k))⟩) (pow_pos (sub_pos.mpr hD) 2)
  · intro h
    have hD := (centroid_side hb).2 h
    rw [← sub_neg, error_eq hB.ne' (fun l => (h l).ne) hD.ne]
    refine div_neg_of_neg_of_pos ?_ (by have := sub_ne_zero.mpr hD.ne; positivity)
    calc _ < ∑ _l : ι, (0 : ℝ) := Finset.sum_lt_sum
          (fun l _ => div_nonpos_of_nonneg_of_nonpos (hnn l) (sub_neg.mpr (h l)).le)
          ⟨k, Finset.mem_univ k, div_neg_of_pos_of_neg hkpos (sub_neg.mpr (h k))⟩
      _ = 0 := Finset.sum_const_zero

/-- For positive strengths and at least one pole, with all poles in `[m, M]` and the frequency
above `M`, the second central moment bounds the one-pole error from both sides. -/
theorem error_bounds [Nonempty ι] {b d : ι → ℝ} {w m M : ℝ} (hb : ∀ j, 0 < b j)
    (hm : ∀ j, m ≤ d j) (hM : ∀ j, d j ≤ M) (hw : M < w) :
    spread b d / (w - m) / (w - centroid b d) ^ 2 ≤ selfEnergy b d w - onePole b d w ∧
      selfEnergy b d w - onePole b d w ≤ spread b d / (w - M) / (w - centroid b d) ^ 2 := by
  have hB : 0 < weight b := Finset.sum_pos (fun j _ => hb j) Finset.univ_nonempty
  have h : ∀ j, d j < w := fun j => (hM j).trans_lt hw
  have hnn : ∀ l, 0 ≤ b l * (d l - centroid b d) ^ 2 :=
    fun l => mul_nonneg (hb l).le (sq_nonneg _)
  rw [error_eq hB.ne' (fun l => (h l).ne') ((centroid_side hb).1 h).ne']
  unfold spread
  -- compare the energy denominators pole by pole
  constructor
  · refine div_le_div_of_nonneg_right ?_ (sq_nonneg _)
    rw [Finset.sum_div]
    refine Finset.sum_le_sum fun l _ => ?_
    exact div_le_div_of_nonneg_left (hnn l) (sub_pos.mpr (h l)) (by linarith [hm l])
  · refine div_le_div_of_nonneg_right ?_ (sq_nonneg _)
    rw [Finset.sum_div]
    refine Finset.sum_le_sum fun l _ => ?_
    exact div_le_div_of_nonneg_left (hnn l) (sub_pos.mpr hw) (by linarith [hM l])

/-- The one-pole error for two unit poles at `-1` and `1`, at a frequency different from
`-1`, `0` and `1`. -/
theorem two_pole_error {w : ℝ} (h0 : w ≠ 0) (h1 : w + 1 ≠ 0) (h2 : w - 1 ≠ 0) :
    selfEnergy ![1, 1] ![-1, 1] w - onePole ![1, 1] ![-1, 1] w =
      2 / (w * (w + 1) * (w - 1)) := by
  have hS : selfEnergy ![1, 1] ![-1, 1] w = 1 / (w + 1) + 1 / (w - 1) := by
    simp [selfEnergy, Fin.sum_univ_two]
  have hP : onePole ![1, 1] ![-1, 1] w = 2 / w := by
    norm_num [onePole, weight, centroid, Fin.sum_univ_two]
  rw [hS, hP]
  field_simp
  ring

/-- Between two unit poles at `-1` and `1` the one-pole error takes both signs: the model is too
large for `0 < w < 1` and too small for `-1 < w < 0`. -/
theorem gap_sign_change {w : ℝ} :
    (0 < w → w < 1 → selfEnergy ![1, 1] ![-1, 1] w < onePole ![1, 1] ![-1, 1] w) ∧
      (-1 < w → w < 0 → onePole ![1, 1] ![-1, 1] w < selfEnergy ![1, 1] ![-1, 1] w) := by
  constructor
  · intro h0 h1
    have a : 0 < w + 1 := by linarith
    have c : w - 1 < 0 := by linarith
    rw [← sub_neg, two_pole_error h0.ne' a.ne' c.ne]
    exact div_neg_of_pos_of_neg two_pos (mul_neg_of_pos_of_neg (mul_pos h0 a) c)
  · intro h1 h0
    have a : 0 < w + 1 := by linarith
    have c : w - 1 < 0 := by linarith
    rw [← sub_pos, two_pole_error h0.ne a.ne' c.ne]
    exact div_pos two_pos (mul_pos_of_neg_of_neg (mul_neg_of_neg_of_pos h0 a) c)

end

end OnePoleSelfEnergy
```

```lean
#print axioms OnePoleSelfEnergy.onePole_error_sign
-- 'OnePoleSelfEnergy.onePole_error_sign' depends on axioms: [propext, Classical.choice, Quot.sound]
#print axioms OnePoleSelfEnergy.error_bounds
-- 'OnePoleSelfEnergy.error_bounds' depends on axioms: [propext, Classical.choice, Quot.sound]
#print axioms OnePoleSelfEnergy.gap_sign_change
-- 'OnePoleSelfEnergy.gap_sign_change' depends on axioms: [propext, Classical.choice, Quot.sound]
```

## From the moment identity to the sign

`first_moment` first establishes $BD=\sum_j b_jd_j$, then distributes the sum and finishes with `linarith`. `centroid_side` multiplies the desired inequality by $B>0$ and compares the two sums term by term; `nlinarith` receives the positive product of $b_j$ and the distance from $w$ to the pole.

In `error_eq`, the step `key` is the three-term expansion of one pole, verified by `field_simp` and `ring`. Summing it and rewriting with `h1` removes the linear term. This identity needs only $B\ne0$ and a frequency different from $D$ and every pole, so it also allows strengths of mixed sign.

`onePole_error_sign` finds a displaced pole `k` by cases: if $d_i=D$, then $d_j\ne D$. Above the poles, `Finset.sum_pos'` combines non-negative terms with one positive term. Below them, `Finset.sum_lt_sum` compares the sum with a sum of zeros. Division by $(w-D)^2>0$ preserves the sign.

`error_bounds` compares the denominators pole by pole. `two_pole_error` evaluates both functions for the symmetric pair, and `gap_sign_change` reads the sign from the three factors of the denominator.
